# A negative product of the inter-sublattice hopping at the four invariant momenta forces a band touching in a 2D two-band model with spinless time reversal and sublattice-exchanging inversion

## Three bonds on the honeycomb lattice

Take a honeycomb lattice with one orbital per site, two bonds of unit strength and one of strength $t$. Place the $t$ bond inside the unit cell and let Bloch phases use only the lattice vector of the cell. In reduced momenta $k=(x,y)$, the hopping amplitude between sublattices is then

$$f(x,y)=t+e^{ix}+e^{iy}.$$

With zero on-site energies the bands are $\pm|f|$, so they touch where $f=0$. At the four invariant momenta $(0,0)$, $(\pi,0)$, $(0,\pi)$ and $(\pi,\pi)$, where $k$ and $-k$ differ by a reciprocal lattice vector, the amplitude is real, with values $t+2$, $t$, $t$ and $t-2$. Their product is $t^2(t^2-4)$.

At $t=1$ the product is $-3$, and $f$ vanishes at $\pm(2\pi/3,-2\pi/3)$. For $t>2$ the product is positive, and $\operatorname{Re}f\ge t-2>0$ excludes zeros.

## Why the sign forces a zero

Let $f$ be continuous, $2\pi$-periodic in both variables, with $f(-k)=\overline{f(k)}$. Suppose it never vanishes.

**A continuous logarithm.** On the square $|x|,|y|\le\pi$, $|f|$ has a minimum $m>0$. By uniform continuity, there is a $\delta>0$ such that $f$ changes by less than $m$ over any step within the square whose two components are both smaller than $\delta$ in absolute value. Divide the ray from $0$ to $p$ into $N>\pi/\delta$ steps. Each ratio $f(\tfrac{j+1}{N}p)/f(\tfrac jN p)$ lies within distance $1$ of $1$, so its principal logarithm is continuous in $p$. Adding these logarithms to $\log f(0)$ gives a continuous logarithm of $f(p)$, because the ratios telescope. Setting $p=(\pi\sin s,\pi\sin t)$, where $t$ is now a parameter and not the bond strength, gives a continuous $g$ with

$$e^{g(s,t)}=f(\pi\sin s,\pi\sin t).$$

**Phase relations.** Two continuous logarithms of one function differ in phase by a continuous integer multiple of $2\pi$, hence by a constant. Write $\theta=\operatorname{Im}g$ and $a=\pi/2$. Reflection gives

$$\theta(-s,-t)+\theta(s,t)=2\theta(0,0).$$

Periodicity identifies momenta $\pm\pi$, so

$$\theta(a,a)-\theta(-a,a)=\theta(a,0)-\theta(-a,0),$$
$$\theta(-a,a)-\theta(-a,-a)=\theta(0,a)-\theta(0,-a).$$

Add these two and eliminate the reflected arguments:

$$\theta(0,0)+\theta(a,a)=\theta(a,0)+\theta(0,a).$$

**The sign.** Therefore $f(0,0)f(\pi,\pi)=r\,f(\pi,0)f(0,\pi)$ with $r>0$. All four values are real, by reflection and periodicity, so their product is $r\,[f(\pi,0)f(0,\pi)]^2\ge0$. A negative product thus forces a zero.

**A pair of zeros.** If $f(k)=0$, then $f(-k)=0$. Were $2k$ a reciprocal lattice vector, $k$ would be equivalent to an invariant momentum and the product would vanish. So $k$ and $-k$ are inequivalent.

**The bands.** For a Hermitian $H(k)$ with $H(-k)=\overline{H(k)}$ and $\sigma_xH(-k)\sigma_x=H(k)$,

$$H_{00}(k)=H_{11}(-k)=\overline{H_{11}(k)}=H_{11}(k).$$

Where $H_{01}=0$, $H$ is therefore a real multiple of the identity.

## The statement in Lean

`IsBlochAmplitude` collects the conditions on $f$. `trimProduct` multiplies real parts, which under those conditions are the full values. `IsSymmetricHamiltonian` assumes spinless time reversal and an inversion that exchanges the sublattices; in the basis whose Bloch phases use only the lattice vector of the cell, so that $H(k)$ is periodic, and with inversion about the midpoint between the two sites of a unit cell, it is represented by `sigmaX` at every momentum, up to an overall sign that cancels in the condition.

`exists_zero` and `exists_zero_pair` concern the amplitude, and `band_touching` gives a momentum and a real energy `E` with $H=E\,\mathbf 1$. Linear dispersion, isolation of the touching and its position relative to the Fermi level are not addressed. For non-interacting two-band tight-binding models with these symmetries and an orthonormal basis, four evaluations can establish a touching without a scan of the Brillouin zone; a zero product means a touching at an invariant momentum, and a positive product decides nothing by itself.

```lean
import Mathlib

open scoped ComplexConjugate Real

namespace DiracPointProtection

noncomputable section

/-- A continuous amplitude on the momentum plane, `2π` periodic in both components,
with `f(-k) = conj f(k)`. -/
structure IsBlochAmplitude (f : ℝ × ℝ → ℂ) : Prop where
  continuous : Continuous f
  periodic_x : ∀ x y, f (x + 2 * π, y) = f (x, y)
  periodic_y : ∀ x y, f (x, y + 2 * π) = f (x, y)
  reflect : ∀ x y, f (-x, -y) = conj (f (x, y))

/-- The product of the real parts of `f` at the four momenta with components in `{0, π}`. -/
def trimProduct (f : ℝ × ℝ → ℂ) : ℝ :=
  (f (0, 0)).re * (f (π, 0)).re * (f (0, π)).re * (f (π, π)).re

/-- The Pauli matrix exchanging the two sublattices. -/
def sigmaX : Matrix (Fin 2) (Fin 2) ℂ := !![0, 1; 1, 0]

/-- A continuous periodic two-band Bloch Hamiltonian with spinless time reversal and an
inversion that exchanges the sublattices. -/
structure IsSymmetricHamiltonian (H : ℝ × ℝ → Matrix (Fin 2) (Fin 2) ℂ) : Prop where
  continuous : Continuous H
  hermitian : ∀ k, (H k).IsHermitian
  periodic_x : ∀ x y, H (x + 2 * π, y) = H (x, y)
  periodic_y : ∀ x y, H (x, y + 2 * π) = H (x, y)
  time_reversal : ∀ x y, H (-x, -y) = (H (x, y)).map conj
  inversion : ∀ x y, sigmaX * H (-x, -y) * sigmaX = H (x, y)

/-- A nowhere vanishing continuous amplitude has a continuous logarithm along any continuous
bounded parametrisation of momenta. -/
theorem exists_continuous_log {f : ℝ × ℝ → ℂ} (hf : Continuous f) (h0 : ∀ k, f k ≠ 0)
    (R : ℝ) {p : ℝ × ℝ → ℝ × ℝ} (hp : Continuous p) (hR : ∀ k, ‖p k‖ ≤ R) :
    ∃ g : ℝ × ℝ → ℂ, Continuous g ∧ ∀ k, Complex.exp (g k) = f (p k) := by
  have hR0 : 0 ≤ R := (norm_nonneg _).trans (hR 0)
  have hK : IsCompact (Metric.closedBall (0 : ℝ × ℝ) R) := isCompact_closedBall _ _
  obtain ⟨k0, -, hk0⟩ := hK.exists_isMinOn ⟨0, Metric.mem_closedBall_self hR0⟩
    hf.norm.continuousOn
  obtain ⟨δ, hδ, hu⟩ := Metric.uniformContinuousOn_iff.mp
    (hK.uniformContinuousOn_of_continuous hf.continuousOn) ‖f k0‖ (norm_pos_iff.mpr (h0 k0))
  obtain ⟨N, hN⟩ := exists_nat_gt (R / δ)
  have hNpos : (0 : ℝ) < N := lt_of_le_of_lt (by positivity) hN
  have hN' := (div_lt_iff₀ hδ).mp hN
  -- sample the amplitude at `N` steps along the ray from the origin
  let a : ℕ → ℝ × ℝ → ℂ := fun j k => f (((j : ℝ) / N) • p k)
  have ha : ∀ j, Continuous (a j) := by
    intro j
    have hj : Continuous fun k => ((j : ℝ) / N) • p k := by fun_prop
    exact hf.comp hj
  have ha0 : ∀ j k, a j k ≠ 0 := fun j k => h0 _
  have mem : ∀ j : ℕ, j ≤ N → ∀ k, ((j : ℝ) / N) • p k ∈ Metric.closedBall (0 : ℝ × ℝ) R := by
    intro j hj k
    have h1 : (j : ℝ) / N ≤ 1 := (div_le_one hNpos).mpr (by exact_mod_cast hj)
    rw [mem_closedBall_zero_iff, norm_smul, Real.norm_of_nonneg (by positivity)]
    calc (j : ℝ) / N * ‖p k‖ ≤ 1 * R := mul_le_mul h1 (hR k) (norm_nonneg _) zero_le_one
      _ = R := one_mul R
  have slit : ∀ j : ℕ, j < N → ∀ k, a (j + 1) k / a j k ∈ Complex.slitPlane := by
    intro j hj k
    have hd : dist ((((j + 1 : ℕ) : ℝ) / N) • p k) (((j : ℝ) / N) • p k) < δ := by
      rw [dist_eq_norm, ← sub_smul, norm_smul,
        show ((j + 1 : ℕ) : ℝ) / N - (j : ℝ) / N = 1 / N by push_cast; ring,
        Real.norm_of_nonneg (by positivity)]
      calc 1 / (N : ℝ) * ‖p k‖ ≤ 1 / N * R :=
            mul_le_mul_of_nonneg_left (hR k) (by positivity)
        _ = R / N := by ring
        _ < δ := (div_lt_iff₀ hNpos).mpr (by linarith)
    have h1 : dist (a (j + 1) k) (a j k) < ‖f k0‖ :=
      hu _ (mem (j + 1) hj k) _ (mem j hj.le k) hd
    have h2 : ‖a (j + 1) k - a j k‖ < ‖a j k‖ := by
      rw [← dist_eq_norm]
      exact h1.trans_le (isMinOn_iff.mp hk0 _ (mem j hj.le k))
    have h3 : ‖a (j + 1) k / a j k - 1‖ < 1 := by
      rw [div_sub_one (ha0 j k), norm_div]
      exact (div_lt_one (norm_pos_iff.mpr (ha0 j k))).mpr h2
    have h4 := (abs_le.mp (Complex.abs_re_le_norm (a (j + 1) k / a j k - 1))).1
    rw [Complex.sub_re, Complex.one_re] at h4
    exact Complex.mem_slitPlane_iff.mpr (Or.inl (by linarith))
  -- the exponentials of the summed logarithms telescope
  have cancel : ∀ x y : ℂ, x ≠ 0 → x * (y / x) = y := by
    intro x y hx
    field_simp
  have tel : ∀ (n : ℕ) k, Complex.exp (Complex.log (f 0) +
      ∑ j ∈ Finset.range n, Complex.log (a (j + 1) k / a j k)) = a n k := by
    intro n k
    induction n with
    | zero => simp [a, Complex.exp_log (h0 0)]
    | succ n ih =>
      rw [Finset.sum_range_succ, ← add_assoc, Complex.exp_add, ih,
        Complex.exp_log (div_ne_zero (ha0 _ k) (ha0 _ k)), cancel _ _ (ha0 n k)]
  refine ⟨fun k => Complex.log (f 0) +
    ∑ j ∈ Finset.range N, Complex.log (a (j + 1) k / a j k), ?_, fun k => ?_⟩
  · exact continuous_const.add (continuous_finsetSum _ fun j hj =>
      ((ha (j + 1)).div (ha j) (ha0 j)).clog (slit j (Finset.mem_range.mp hj)))
  · refine (tel N k).trans ?_
    show f (((N : ℝ) / N) • p k) = f (p k)
    rw [div_self hNpos.ne', one_smul]

/-- Two continuous logarithms of the same function on a connected space have a constant
phase difference. -/
theorem phase_difference_const {X : Type*} [TopologicalSpace X] [PreconnectedSpace X]
    {u v : X → ℂ} (hu : Continuous u) (hv : Continuous v)
    (h : ∀ x, Complex.exp (u x) = Complex.exp (v x)) (x y : X) :
    (u x).im - (v x).im = (u y).im - (v y).im := by
  choose n hn using fun x => Complex.exp_eq_exp_iff_exists_int.mp (h x)
  have him : ∀ x, (u x).im - (v x).im = n x * (2 * π) := by
    intro x
    rw [hn x]
    simp
  have hc : Continuous fun x => ((u x).im - (v x).im) / (2 * π) :=
    ((Complex.continuous_im.comp hu).sub (Complex.continuous_im.comp hv)).div_const _
  have hval : ∀ x, ((u x).im - (v x).im) / (2 * π) = n x := by
    intro x
    rw [him x, mul_div_assoc, div_self (by positivity), mul_one]
  simp only [hval] at hc
  -- a jump of the winding integer would force a half-integer value
  have key : ∀ a b, n b ≤ n a := by
    intro a b
    by_contra hlt
    have h1 : (n a : ℝ) + 1 ≤ n b := by exact_mod_cast not_le.mp hlt
    obtain ⟨t, ht⟩ := mem_range_of_exists_le_of_exists_ge hc
      (c := (n a : ℝ) + 1 / 2) ⟨a, by linarith⟩ ⟨b, by linarith⟩
    have h2 : (2 * n t : ℝ) = 2 * n a + 1 := by
      have ht' : (n t : ℝ) = n a + 1 / 2 := ht
      linarith
    have h3 : 2 * n t = 2 * n a + 1 := by exact_mod_cast h2
    omega
  rw [him x, him y, le_antisymm (key y x) (key x y)]

/-- If the product of the values at the four invariant momenta is negative, the amplitude
vanishes at some momentum. -/
theorem exists_zero {f : ℝ × ℝ → ℂ} (hf : IsBlochAmplitude f) (hneg : trimProduct f < 0) :
    ∃ k, f k = 0 := by
  by_contra hno
  have h0 : ∀ k, f k ≠ 0 := fun k hk => hno ⟨k, hk⟩
  have hs : ∀ s, ‖π * Real.sin s‖ ≤ π := by
    intro s
    rw [norm_mul, Real.norm_of_nonneg Real.pi_pos.le, Real.norm_eq_abs]
    exact mul_le_of_le_one_right Real.pi_pos.le (Real.abs_sin_le_one s)
  obtain ⟨g, hgc, hg'⟩ := exists_continuous_log hf.continuous h0 π
    (p := fun k => (π * Real.sin k.1, π * Real.sin k.2)) (by fun_prop)
    (fun k => max_le (hs k.1) (hs k.2))
  have hg : ∀ s t, Complex.exp (g (s, t)) = f (π * Real.sin s, π * Real.sin t) :=
    fun s t => hg' (s, t)
  have px : ∀ y, f (-π, y) = f (π, y) := by
    intro y
    have h := hf.periodic_x (-π) y
    rw [show -π + 2 * π = π by ring] at h
    exact h.symm
  have py : ∀ x, f (x, -π) = f (x, π) := by
    intro x
    have h := hf.periodic_y x (-π)
    rw [show -π + 2 * π = π by ring] at h
    exact h.symm
  -- reflection and periodicity constrain the phases
  have hS : ∀ s t, (g (-s, -t)).im + (g (s, t)).im = 2 * (g (0, 0)).im := by
    intro s t
    have h := phase_difference_const (u := fun k : ℝ × ℝ => g (-k.1, -k.2))
      (v := fun k : ℝ × ℝ => conj (g (k.1, k.2))) (by fun_prop)
      (Complex.continuous_conj.comp (by fun_prop)) (fun k => by
        rw [Complex.exp_conj, hg, hg, Real.sin_neg, Real.sin_neg, mul_neg, mul_neg]
        exact hf.reflect _ _) (s, t) (0, 0)
    simp only [neg_zero, Complex.conj_im] at h
    linarith
  have hX := phase_difference_const (u := fun t : ℝ => g (π / 2, t))
    (v := fun t : ℝ => g (-(π / 2), t)) (by fun_prop) (by fun_prop) (fun t => by
      rw [hg, hg, Real.sin_neg, Real.sin_pi_div_two, mul_neg, mul_one, px]) (π / 2) 0
  have hY := phase_difference_const (u := fun s : ℝ => g (s, π / 2))
    (v := fun s : ℝ => g (s, -(π / 2))) (by fun_prop) (by fun_prop) (fun s => by
      rw [hg, hg, Real.sin_neg, Real.sin_pi_div_two, mul_neg, mul_one, py]) (-(π / 2)) 0
  have s1 := hS (π / 2) (π / 2)
  have s2 := hS (π / 2) 0
  have s3 := hS 0 (π / 2)
  simp only [neg_zero] at s2 s3
  have e1 := hg 0 0
  have e2 := hg (π / 2) 0
  have e3 := hg 0 (π / 2)
  have e4 := hg (π / 2) (π / 2)
  simp only [Real.sin_zero, Real.sin_pi_div_two, mul_zero, mul_one] at e1 e2 e3 e4
  have hE : f (0, 0) * f (π, π) = ((Real.exp ((g (0, 0)).re + (g (π / 2, π / 2)).re
      - (g (π / 2, 0)).re - (g (0, π / 2)).re) : ℝ) : ℂ) * (f (π, 0) * f (0, π)) := by
    rw [← e1, ← e2, ← e3, ← e4, Complex.ofReal_exp, ← Complex.exp_add, ← Complex.exp_add,
      ← Complex.exp_add]
    congr 1
    apply Complex.ext
    · simp only [Complex.add_re, Complex.ofReal_re]
      ring
    · simp only [Complex.add_im, Complex.ofReal_im]
      linarith
  -- the amplitude is real at the invariant momenta
  have r1 := hf.reflect 0 0
  have r2 := hf.reflect π 0
  have r3 := hf.reflect 0 π
  rw [neg_zero] at r1 r2 r3
  rw [px] at r2
  rw [py] at r3
  have i1 := Complex.conj_eq_iff_im.mp r1.symm
  have i2 := Complex.conj_eq_iff_im.mp r2.symm
  have i3 := Complex.conj_eq_iff_im.mp r3.symm
  have hre := congrArg Complex.re hE
  rw [Complex.re_ofReal_mul, Complex.mul_re, Complex.mul_re, i1, i2, zero_mul, zero_mul,
    sub_zero, sub_zero] at hre
  have hprod : trimProduct f = ((f (0, 0)).re * (f (π, π)).re) *
      ((f (π, 0)).re * (f (0, π)).re) := by
    unfold trimProduct
    ring
  rw [hprod, hre, mul_assoc] at hneg
  exact absurd hneg (not_lt_of_ge (mul_nonneg (Real.exp_pos _).le (mul_self_nonneg _)))

/-- Under the same sign condition there are zeros at `k` and `-k` that do not differ by a
reciprocal lattice vector. -/
theorem exists_zero_pair {f : ℝ × ℝ → ℂ} (hf : IsBlochAmplitude f)
    (hneg : trimProduct f < 0) :
    ∃ x y, f (x, y) = 0 ∧ f (-x, -y) = 0 ∧
      ∀ m n : ℤ, ¬(x - -x = 2 * π * m ∧ y - -y = 2 * π * n) := by
  obtain ⟨⟨x, y⟩, hz⟩ := exists_zero hf hneg
  refine ⟨x, y, hz, by rw [hf.reflect, hz, map_zero], ?_⟩
  rintro m n ⟨hm, hn⟩
  have hX : ∀ (a : ℤ) s t, f (s + a * (2 * π), t) = f (s, t) := fun a s t =>
    (show Function.Periodic (fun s => f (s, t)) (2 * π) from
      fun s => hf.periodic_x s t).int_mul a s
  have hY : ∀ (a : ℤ) s t, f (s, t + a * (2 * π)) = f (s, t) := fun a s t =>
    (show Function.Periodic (fun t => f (s, t)) (2 * π) from
      fun t => hf.periodic_y s t).int_mul a t
  -- otherwise the zero would sit at an invariant momentum
  have key : ∀ (m : ℤ) (x : ℝ), x - -x = 2 * π * m →
      ∃ a : ℤ, x = 0 + a * (2 * π) ∨ x = π + a * (2 * π) := by
    intro m x h
    obtain ⟨a, rfl | rfl⟩ := Int.even_or_odd' m
    · exact ⟨a, Or.inl (by push_cast at h; linarith)⟩
    · exact ⟨a, Or.inr (by push_cast at h; linarith)⟩
  obtain ⟨a, ha⟩ := key m x hm
  obtain ⟨b, hb⟩ := key n y hn
  rcases ha with ha | ha <;> rcases hb with hb | hb <;>
    · rw [ha, hb, hX, hY] at hz
      simp [trimProduct, hz] at hneg

/-- A symmetric two-band Hamiltonian whose off-diagonal element has a negative product over the
invariant momenta is a real multiple of the identity at some momentum: the bands touch. -/
theorem band_touching {H : ℝ × ℝ → Matrix (Fin 2) (Fin 2) ℂ} (hH : IsSymmetricHamiltonian H)
    (hneg : trimProduct (fun k => H k 0 1) < 0) :
    ∃ k, ∃ E : ℝ, H k = (E : ℂ) • (1 : Matrix (Fin 2) (Fin 2) ℂ) := by
  have hf : IsBlochAmplitude (fun k => H k 0 1) :=
    ⟨hH.continuous.matrix_elem 0 1, fun x y => by simp only [hH.periodic_x],
      fun x y => by simp only [hH.periodic_y],
      fun x y => by simp only [hH.time_reversal, Matrix.map_apply]⟩
  obtain ⟨⟨x, y⟩, hz⟩ := exists_zero hf hneg
  have h01 : H (x, y) 0 1 = 0 := hz
  have h10 : H (x, y) 1 0 = 0 := by
    rw [← (hH.hermitian (x, y)).apply 1 0, h01, star_zero]
  have h00 : ((H (x, y) 0 0).re : ℂ) = H (x, y) 0 0 :=
    Complex.conj_eq_iff_re.mp ((hH.hermitian (x, y)).apply 0 0)
  -- the two symmetries together equate the sublattice energies
  have h11 : H (x, y) 1 1 = H (x, y) 0 0 := by
    have hi := congrFun (congrFun (hH.inversion x y) 0) 0
    simp only [sigmaX, Matrix.mul_apply, Fin.sum_univ_two, Matrix.of_apply, Matrix.cons_val_zero,
      Matrix.cons_val_one, Matrix.cons_val_fin_one, zero_mul, one_mul, mul_zero, mul_one,
      zero_add, hH.time_reversal, Matrix.map_apply] at hi
    exact ((hH.hermitian (x, y)).apply 1 1).symm.trans hi
  refine ⟨(x, y), (H (x, y) 0 0).re, ?_⟩
  rw [h00]
  ext i j
  fin_cases i <;> fin_cases j <;> simp [h01, h10, h11]

/-- The honeycomb hopping amplitude with one bond of strength `t` and two of unit strength. -/
def honeycomb (t : ℝ) (k : ℝ × ℝ) : ℂ :=
  t + Complex.exp (k.1 * Complex.I) + Complex.exp (k.2 * Complex.I)

/-- The honeycomb Hamiltonian with zero on-site energies. -/
def honeycombH (t : ℝ) (k : ℝ × ℝ) : Matrix (Fin 2) (Fin 2) ℂ :=
  !![0, honeycomb t k; conj (honeycomb t k), 0]

/-- The honeycomb amplitude is a Bloch amplitude, and its product over the invariant momenta
is `t² (t² - 4)`. -/
theorem honeycomb_amplitude (t : ℝ) :
    IsBlochAmplitude (honeycomb t) ∧ trimProduct (honeycomb t) = t ^ 2 * (t ^ 2 - 4) := by
  refine ⟨⟨by unfold honeycomb; fun_prop, fun x y => ?_, fun x y => ?_, fun x y => ?_⟩, ?_⟩
  · simp [honeycomb, add_mul, Complex.exp_add, Complex.exp_two_pi_mul_I]
  · simp [honeycomb, add_mul, Complex.exp_add, Complex.exp_two_pi_mul_I]
  · simp [honeycomb, ← Complex.exp_conj]
  · simp [trimProduct, honeycomb, Complex.exp_pi_mul_I]
    ring

/-- The honeycomb amplitude has a zero for `0 < t < 2` and none for `t > 2`. -/
theorem honeycomb_transition (t : ℝ) :
    (0 < t → t < 2 → ∃ k, honeycomb t k = 0) ∧ (2 < t → ∀ k, honeycomb t k ≠ 0) := by
  constructor
  · intro h1 h2
    refine exists_zero (honeycomb_amplitude t).1 ?_
    rw [(honeycomb_amplitude t).2]
    exact mul_neg_of_pos_of_neg (by positivity) (by nlinarith)
  · intro h k hk
    have hre := congrArg Complex.re hk
    simp only [honeycomb, Complex.add_re, Complex.ofReal_re, Complex.exp_ofReal_mul_I_re,
      Complex.zero_re] at hre
    linarith [Real.neg_one_le_cos k.1, Real.neg_one_le_cos k.2]

/-- The honeycomb Hamiltonian with equal bonds meets all hypotheses of `band_touching`. -/
theorem band_touching_witness : IsSymmetricHamiltonian (honeycombH 1) ∧
    trimProduct (fun k => honeycombH 1 k 0 1) < 0 := by
  obtain ⟨hb, hp⟩ := honeycomb_amplitude 1
  have hc := hb.continuous
  refine ⟨⟨?_, fun k => ?_, fun x y => ?_, fun x y => ?_, fun x y => ?_, fun x y => ?_⟩, ?_⟩
  · refine continuous_matrix fun i j => ?_
    fin_cases i <;> fin_cases j
    · exact continuous_const
    · exact hc
    · exact Complex.continuous_conj.comp hc
    · exact continuous_const
  · refine Matrix.IsHermitian.ext fun i j => ?_
    fin_cases i <;> fin_cases j <;> simp [honeycombH]
  · simp only [honeycombH, hb.periodic_x]
  · simp only [honeycombH, hb.periodic_y]
  · ext i j
    fin_cases i <;> fin_cases j <;> simp [honeycombH, hb.reflect]
  · ext i j
    fin_cases i <;> fin_cases j <;>
      simp [honeycombH, sigmaX, hb.reflect, Matrix.mul_apply, Fin.sum_univ_two]
  · show trimProduct (honeycomb 1) < 0
    rw [hp]
    norm_num

end

end DiracPointProtection
```

```lean
#print axioms DiracPointProtection.exists_zero_pair
-- 'DiracPointProtection.exists_zero_pair' depends on axioms: [propext, Classical.choice, Quot.sound]
#print axioms DiracPointProtection.band_touching
-- 'DiracPointProtection.band_touching' depends on axioms: [propext, Classical.choice, Quot.sound]
#print axioms DiracPointProtection.honeycomb_transition
-- 'DiracPointProtection.honeycomb_transition' depends on axioms: [propext, Classical.choice, Quot.sound]
```

## How the proof runs

`exists_continuous_log` builds the logarithm: `slit` places each ratio in the domain where the principal logarithm is continuous, and `tel` proves the telescoping by induction. The sine parametrisation keeps momenta bounded while $g$ is defined on the whole plane.

`phase_difference_const` extracts the integer `n x`. If it jumped, the intermediate value theorem would produce a half-integer value, which `omega` refutes.

In `exists_zero`, `hS` is the reflection relation, and `hX` and `hY` are the periodicity relations. `hE` combines them into the positive-factor identity, with `linarith` handling the phases. `exists_zero_pair` splits the integers `m` and `n` by parity to locate the excluded momenta.

`band_touching` applies `exists_zero` to `H k 0 1` and then compares matrix entries. `honeycomb_transition` treats $0<t<2$ through the product and $t>2$ through the real part. `band_touching_witness` checks every hypothesis of `band_touching` for the equal-bond Hamiltonian.
